# The Källén function of three squared positive masses is negative exactly when no mass can decay into the other two

A particle at rest can decay into two others only if its mass supplies at least their rest energies. Given three particles with positive masses $x,y,z$, one may ask whether any of them can decay into the other two. With $c=1$, the sign of one polynomial answers this for all three channels at once:

$$\lambda(x^2,y^2,z^2)=x^4+y^4+z^4-2x^2y^2-2y^2z^2-2z^2x^2 .$$

It is negative exactly when each mass is less than the sum of the other two, which is to say when all three channels are closed. In relativistic quantum theory this is a kinematic test for two-body decays into free, on-shell products. A nonnegative value means that energy and momentum conservation allow the heaviest of the three to decay into the other two; it says nothing about couplings or selection rules.

## From four linear factors to the decay threshold

Completing the square gives

$$\begin{aligned}\lambda&=(x^2-y^2-z^2)^2-4y^2z^2=\bigl(x^2-(y+z)^2\bigr)\bigl(x^2-(y-z)^2\bigr)\\&=-(x+y+z)(y+z-x)(z+x-y)(x+y-z).\end{aligned}$$

If each mass is less than the sum of the other two, all four factors are positive and $\lambda<0$. If instead $x\ge y+z$, then $y+z-x\le0$, while $z+x-y\ge2z>0$ and $x+y-z\ge2y>0$, so $\lambda\ge0$. By symmetry the same holds for $y$ and $z$. Since $x+y+z>0$, $\lambda$ vanishes exactly when one of the other three factors does, that is, when one mass equals the sum of the other two.

Now let a mass $M$ at rest decay into masses $a,b>0$ with momenta $p$ and $q=-p$. Write $P=p\cdot p$, $E_1=\sqrt{a^2+P}$ and $E_2=\sqrt{b^2+P}$, with $E_1+E_2=M$. Then $M^2-a^2-b^2=2(E_1E_2+P)$, and

$$\lambda(M^2,a^2,b^2)=4\bigl[(E_1E_2+P)^2-(E_1^2-P)(E_2^2-P)\bigr]=4P(E_1+E_2)^2=4M^2P.$$

Since $E_1\ge a$ and $E_2\ge b$, an open channel requires $M\ge a+b$. Conversely, if $M\ge a+b$, then $\lambda\ge0$ and we may give the products opposite momenta of length $k=\sqrt{\lambda}/(2M)$. From $\lambda=(M^2+a^2-b^2)^2-4M^2a^2$ it follows that

$$a^2+k^2=\left(\frac{M^2+a^2-b^2}{2M}\right)^2,\qquad b^2+k^2=\left(\frac{M^2+b^2-a^2}{2M}\right)^2 .$$

Both fractions are positive because $M>a$ and $M>b$, so they are the energies, and they add to $M$. The channel is therefore open exactly when $M\ge a+b$.

## Masses, momenta and channels in Lean

```lean
import Mathlib

open Matrix

namespace KallenTwoBody

noncomputable section
```

The arguments of `kallen` are squared masses, so the theorems apply it to `x ^ 2`, `y ^ 2` and `z ^ 2`.

```lean
/-- The Källén function of three squared masses. -/
def kallen (a b c : ℝ) : ℝ :=
  a ^ 2 + b ^ 2 + c ^ 2 - 2 * a * b - 2 * b * c - 2 * c * a
```

A three-momentum is a function `Fin 3 → ℝ`, and `⬝ᵥ` is the Euclidean dot product.

```lean
/-- The relativistic energy of a particle of mass `m` and three-momentum `p`, with `c = 1`. -/
def energy (m : ℝ) (p : Fin 3 → ℝ) : ℝ := √(m ^ 2 + p ⬝ᵥ p)
```

An open channel is the existence of momenta that conserve momentum and energy. Zero momentum is allowed, so a decay exactly at threshold counts as open.

```lean
/-- The channel `M → m₁ + m₂` is open: in the rest frame of `M` there are real momenta of the
two products that conserve momentum and energy. -/
def ChannelOpen (M m₁ m₂ : ℝ) : Prop :=
  ∃ p q : Fin 3 → ℝ, p + q = 0 ∧ energy m₁ p + energy m₂ q = M
```

Two basic facts follow: $p\cdot p$ is a sum of squares, and squaring the energy removes the root.

```lean
/-- The squared length of a three-momentum is nonnegative. -/
theorem momentum_sq_nonneg (p : Fin 3 → ℝ) : 0 ≤ p ⬝ᵥ p := by
  unfold dotProduct
  exact Finset.sum_nonneg fun i _ => mul_self_nonneg (p i)

/-- The mass-shell relation `E² = m² + p²`. -/
theorem energy_sq (m : ℝ) (p : Fin 3 → ℝ) : energy m p ^ 2 = m ^ 2 + p ⬝ᵥ p :=
  Real.sq_sqrt (add_nonneg (sq_nonneg m) (momentum_sq_nonneg p))
```

## The sign of the polynomial

The factorisation is a polynomial identity, which `ring` verifies.

```lean
/-- The Källén function of squared masses factors into four linear terms in the masses. -/
theorem kallen_factor (x y z : ℝ) :
    kallen (x ^ 2) (y ^ 2) (z ^ 2) =
      -((x + y + z) * (y + z - x) * (z + x - y) * (x + y - z)) := by
  unfold kallen
  ring
```

For a mass at or above threshold, the signs are arranged so that every factor is nonnegative.

```lean
/-- If a mass is at least the sum of two positive masses, the Källén function is nonnegative. -/
theorem kallen_nonneg {M a b : ℝ} (ha : 0 < a) (hb : 0 < b) (h : a + b ≤ M) :
    0 ≤ kallen (M ^ 2) (a ^ 2) (b ^ 2) := by
  have hf : kallen (M ^ 2) (a ^ 2) (b ^ 2) =
      (M + a + b) * (M - a - b) * (M + b - a) * (M + a - b) := by
    unfold kallen
    ring
  rw [hf]
  exact mul_nonneg (mul_nonneg (mul_nonneg (by linarith) (by linarith)) (by linarith))
    (by linarith)
```

The forward direction of the criterion argues by contradiction: a violated inequality would make $\lambda$ nonnegative. In the second and third cases the masses appear in cyclic order, so `kallen` is unfolded before the comparison. The reverse direction multiplies four positive factors.

```lean
/-- For positive masses, the Källén function of their squares is negative exactly when each mass
is less than the sum of the other two. -/
theorem kallen_neg_iff {x y z : ℝ} (hx : 0 < x) (hy : 0 < y) (hz : 0 < z) :
    kallen (x ^ 2) (y ^ 2) (z ^ 2) < 0 ↔ x < y + z ∧ y < z + x ∧ z < x + y := by
  constructor
  · intro h
    -- a violated inequality would make the function nonnegative
    refine ⟨?_, ?_, ?_⟩
    · by_contra hc
      have h' := kallen_nonneg hy hz (not_lt.1 hc)
      linarith
    · by_contra hc
      have h' := kallen_nonneg hz hx (not_lt.1 hc)
      unfold kallen at h h'
      linarith
    · by_contra hc
      have h' := kallen_nonneg hx hy (not_lt.1 hc)
      unfold kallen at h h'
      linarith
  · rintro ⟨h1, h2, h3⟩
    rw [kallen_factor, neg_lt_zero]
    exact mul_pos (mul_pos (mul_pos (by linarith) (by linarith)) (by linarith)) (by linarith)
```

The equivalence does not extend to arbitrary real numbers. For $x=y=1$ and the unphysical value $z=-1$ we have $\lambda=-3<0$, yet $x<y+z$ would read $1<0$.

## Opening a channel

The momentum relation replaces $a^2$, $b^2$ and $M$ by energies and $p\cdot p$, leaving an identity for `ring`.

```lean
/-- If the product momenta `p` and `q` conserve momentum and energy in the rest frame of `M`, then
`4 M² p² = λ(M², a², b²)`, where `p²` is the squared length of `p`. -/
theorem breakup_momentum {M a b : ℝ} {p q : Fin 3 → ℝ} (hpq : p + q = 0)
    (hE : energy a p + energy b q = M) :
    4 * M ^ 2 * (p ⬝ᵥ p) = kallen (M ^ 2) (a ^ 2) (b ^ 2) := by
  have hq : q ⬝ᵥ q = p ⬝ᵥ p := by
    rw [eq_neg_of_add_eq_zero_right hpq, neg_dotProduct, dotProduct_neg, neg_neg]
  have h1 : a ^ 2 = energy a p ^ 2 - p ⬝ᵥ p := by linarith [energy_sq a p]
  have h2 : b ^ 2 = energy b q ^ 2 - p ⬝ᵥ p := by linarith [energy_sq b q]
  rw [h1, h2, ← hE]
  unfold kallen
  ring
```

In the threshold theorem, the first direction bounds each energy below by its rest mass. The second places the momenta along one axis, as `![k, 0, 0]` and its negative; `e1` and `e2` are the two energy formulas derived above.

```lean
/-- A channel into two positive masses is open exactly when the decaying mass is at least
their sum. -/
theorem channelOpen_iff {M a b : ℝ} (ha : 0 < a) (hb : 0 < b) :
    ChannelOpen M a b ↔ a + b ≤ M := by
  constructor
  · rintro ⟨p, q, _, hE⟩
    -- each energy is at least the rest mass
    have h1 : a ≤ energy a p := (Real.le_sqrt' ha).2 (by linarith [momentum_sq_nonneg p])
    have h2 : b ≤ energy b q := (Real.le_sqrt' hb).2 (by linarith [momentum_sq_nonneg q])
    linarith
  · intro h
    have hM : 0 < M := by linarith
    -- the size of the back-to-back momenta
    obtain ⟨k, hk⟩ : ∃ k : ℝ, k * k = kallen (M ^ 2) (a ^ 2) (b ^ 2) / (4 * M ^ 2) :=
      ⟨_, Real.mul_self_sqrt (div_nonneg (kallen_nonneg ha hb h) (by positivity))⟩
    have hp : (![k, 0, 0] : Fin 3 → ℝ) ⬝ᵥ ![k, 0, 0] = k * k := by
      simp [dotProduct, Fin.sum_univ_three]
    have e1 : energy a ![k, 0, 0] = (M ^ 2 + a ^ 2 - b ^ 2) / (2 * M) := by
      have hs : a ^ 2 + k * k = ((M ^ 2 + a ^ 2 - b ^ 2) / (2 * M)) ^ 2 := by
        rw [hk]
        unfold kallen
        field_simp
        ring
      unfold energy
      rw [hp, hs, Real.sqrt_sq (div_nonneg (by nlinarith) (by positivity))]
    have e2 : energy b (-![k, 0, 0]) = (M ^ 2 + b ^ 2 - a ^ 2) / (2 * M) := by
      have hs : b ^ 2 + k * k = ((M ^ 2 + b ^ 2 - a ^ 2) / (2 * M)) ^ 2 := by
        rw [hk]
        unfold kallen
        field_simp
        ring
      unfold energy
      rw [neg_dotProduct, dotProduct_neg, neg_neg, hp, hs,
        Real.sqrt_sq (div_nonneg (by nlinarith) (by positivity))]
    refine ⟨![k, 0, 0], -![k, 0, 0], add_neg_cancel _, ?_⟩
    rw [e1, e2, ← add_div, div_eq_iff (by positivity)]
    ring
```

Applying this threshold to each channel turns the three strict inequalities into three closed channels.

```lean
/-- For positive masses, the Källén function of their squares is negative exactly when none of
the three masses can decay into the other two. -/
theorem kallen_neg_iff_channels_closed {x y z : ℝ} (hx : 0 < x) (hy : 0 < y) (hz : 0 < z) :
    kallen (x ^ 2) (y ^ 2) (z ^ 2) < 0 ↔
      ¬ ChannelOpen x y z ∧ ¬ ChannelOpen y z x ∧ ¬ ChannelOpen z x y := by
  rw [kallen_neg_iff hx hy hz, channelOpen_iff hy hz, channelOpen_iff hz hx,
    channelOpen_iff hx hy, not_le, not_le, not_le]
```

The boundary case sets the factors to zero one at a time; positivity rules out $x+y+z=0$. Massless particles, the photon among them, are not covered by these hypotheses.

```lean
/-- For positive masses, the Källén function of their squares vanishes exactly when one mass
equals the sum of the other two. -/
theorem kallen_eq_zero_iff {x y z : ℝ} (hx : 0 < x) (hy : 0 < y) (hz : 0 < z) :
    kallen (x ^ 2) (y ^ 2) (z ^ 2) = 0 ↔ x = y + z ∨ y = z + x ∨ z = x + y := by
  rw [kallen_factor, neg_eq_zero, mul_eq_zero, mul_eq_zero, mul_eq_zero]
  constructor
  · rintro (((h | h) | h) | h)
    · exfalso
      linarith
    · left
      linarith
    · right; left
      linarith
    · right; right
      linarith
  · rintro (h | h | h)
    · left; left; right
      linarith
    · left; right
      linarith
    · right
      linarith

end

end KallenTwoBody
```

```lean
#print axioms KallenTwoBody.breakup_momentum
#print axioms KallenTwoBody.kallen_neg_iff_channels_closed
#print axioms KallenTwoBody.kallen_eq_zero_iff
```

```
'KallenTwoBody.breakup_momentum' depends on axioms: [propext, Classical.choice, Quot.sound]
'KallenTwoBody.kallen_neg_iff_channels_closed' depends on axioms: [propext, Classical.choice, Quot.sound]
'KallenTwoBody.kallen_eq_zero_iff' depends on axioms: [propext, Classical.choice, Quot.sound]
```
